# The Least Energy of a Phase Mixture Is Its Atom Count Times the Hull Energy per Atom

Phase amounts are often counted in formula units, while convex hulls are usually drawn per atom, and confusing the two can give wrong energies. Take elements A and B with energy 0 and a compound AB₃ with energy −4 per formula unit, in arbitrary units. At the composition of AB, the hull mixture has two thirds of its atoms in AB₃ and one third in A. Multiplying the weight 2/3 by the formula energy −4 gives −8/3. The correct energy for the atoms of one AB is −4/3, because those atoms form only 1/3 of a unit of AB₃. The result below fixes the conversion for any finite list of compounds.

## From formula units to atom shares

Let compound \(i\) have atom-count vector \(a_i\), with components \(a_{ik}\ge 0\) for the elements \(k\), not all zero, and energy \(e_i\) per formula unit. Write \(|v|=\sum_k v_k\) for the atom total of a vector and \(\hat v=v/|v|\) for its normalized composition. Let \(b\neq 0\) be reachable, meaning that \(\sum_i n_i a_i=b\) for some amounts \(n_i\ge 0\). The hull energy \(h(y)\) at composition \(y\) is the infimum of \(\sum_i w_i e_i/|a_i|\) over weights \(w_i\ge 0\) with \(\sum_i w_i=1\) and \(\sum_i w_i\hat a_i=y\). The claim is

\[
\min\Big\{\sum_i n_i e_i \;:\; n_i\ge 0,\ \sum_i n_i a_i=b\Big\}=|b|\,h(\hat b).
\]

Each \(|a_i|\) is positive, being a sum of nonnegative terms that are not all zero. Reachability makes every \(b_k\) nonnegative, so \(|b|>0\) as well. Summing the balance \(\sum_i n_i a_{ik}=b_k\) over the elements gives \(\sum_i n_i|a_i|=|b|\).

Now let \(w_i=n_i|a_i|/|b|\), the share of all atoms that sits in compound \(i\). These weights are nonnegative and sum to 1, and

\[
\sum_i w_i\hat a_i=\frac{1}{|b|}\sum_i n_i a_i=\hat b,\qquad
\sum_i w_i\frac{e_i}{|a_i|}=\frac{1}{|b|}\sum_i n_i e_i .
\]

Conversely, given hull weights at \(\hat b\), put \(n_i=|b|\,w_i/|a_i|\). Then

\[
\sum_i n_i a_i=|b|\sum_i w_i\hat a_i=|b|\,\hat b=b,\qquad
\sum_i n_i e_i=|b|\sum_i w_i\frac{e_i}{|a_i|}.
\]

So \(E\) is an attainable formula energy exactly when \(E/|b|\) is an attainable mixture energy at \(\hat b\).

The admissible weights form a closed subset of the simplex, which is compact, and this subset is nonempty because \(b\) is reachable. The energy is continuous in the weights, so some mixture attains \(h(\hat b)\). Hence \(|b|\,h(\hat b)\) is an attainable formula energy, and every other attainable \(E\) satisfies \(E/|b|\ge h(\hat b)\), that is, \(E\ge|b|\,h(\hat b)\).

With a single element, every normalized composition is 1 and the hull energy is \(\min_i e_i/|a_i|\). The least energy of \(b\) atoms is then \(b\) times this number: the winning species has the lowest energy per atom, which need not be the lowest energy per molecule.

## Compounds, amounts and mixtures in Lean

The type `ι` indexes the finite list of compounds, and `κ` indexes the elements.

```lean
import Mathlib

open Finset

namespace HullNormalization

noncomputable section

variable {ι κ : Type*} [Fintype ι]
```

The atom total \(|v|\) is `atoms v`, and \(\hat v\) is `perAtom v`. Atom counts are real numbers, so fractional occupancies are allowed.

```lean
/-- The total number of atoms in an atom-count vector. -/
def atoms [Fintype κ] (v : κ → ℝ) : ℝ := ∑ k, v k

/-- The normalized composition: atom counts divided by the total number of atoms. -/
def perAtom [Fintype κ] (v : κ → ℝ) : κ → ℝ := (atoms v)⁻¹ • v
```

The two sides of the claim become two sets of energies. The first contains the energies of all amounts that balance every element.

```lean
/-- The energies of all nonnegative amounts of the compounds `a i`, with formula energies `e i`,
that together contain exactly the atoms `b`. -/
def formulaEnergies (a : ι → κ → ℝ) (e : ι → ℝ) (b : κ → ℝ) : Set ℝ :=
  {E | ∃ n : ι → ℝ, (∀ i, 0 ≤ n i) ∧ ∑ i, n i • a i = b ∧ ∑ i, n i * e i = E}
```

The second contains the energies of convex mixtures at a prescribed composition, and the hull energy is its infimum.

```lean
/-- The energies of all convex mixtures of phases with compositions `x i` and energies `ε i`
whose mean composition is `y`. -/
def mixtureEnergies (x : ι → κ → ℝ) (ε : ι → ℝ) (y : κ → ℝ) : Set ℝ :=
  {E | ∃ w : ι → ℝ, (∀ i, 0 ≤ w i) ∧ ∑ i, w i = 1 ∧ ∑ i, w i • x i = y ∧ ∑ i, w i * ε i = E}

/-- The hull energy at composition `y`: the infimum of the mixture energies there. -/
def hullEnergy (x : ι → κ → ℝ) (ε : ι → ℝ) (y : κ → ℝ) : ℝ := sInf (mixtureEnergies x ε y)
```

In both sets the energy is a weighted sum over separate phases. Interfaces, interactions between phases and mixing entropy are absent, and amounts vary continuously. The hull is that of the listed compounds only, so the true minimum can lie lower if a phase is missing from the list.

## Positive totals and atom balance

The first lemma picks a nonzero component, which must be positive, and concludes that the whole sum is positive.

```lean
/-- A nonzero vector of nonnegative atom counts has a positive total number of atoms. -/
theorem atoms_pos [Fintype κ] {v : κ → ℝ} (h : ∀ k, 0 ≤ v k) (hv : v ≠ 0) : 0 < atoms v := by
  obtain ⟨k, hk⟩ := Function.ne_iff.1 hv
  exact Finset.sum_pos' (fun k _ => h k) ⟨k, Finset.mem_univ k, lt_of_le_of_ne (h k) (Ne.symm hk)⟩
```

The second sums the element balance over all elements. Its last step, `Finset.sum_comm`, exchanges the sums over compounds and elements.

```lean
/-- If every element is balanced, then the total number of atoms is balanced. -/
theorem atoms_balance [Fintype κ] {a : ι → κ → ℝ} {n : ι → ℝ} {b : κ → ℝ}
    (h : ∑ i, n i • a i = b) : ∑ i, n i * atoms (a i) = atoms b := by
  rw [← h]
  simp only [atoms, Finset.mul_sum, Finset.sum_apply, Pi.smul_apply, smul_eq_mul]
  exact Finset.sum_comm
```

## The change of variables

The next theorem is the equivalence between \(E\) and \(E/|b|\). Its first half supplies the weights \(n_i|a_i|/|b|\) and checks sign, normalization, composition and energy in turn. Its second half supplies \(|b|\,w_i/|a_i|\). That half never uses \(\sum_i w_i=1\), since this follows from the composition condition: all the normalized vectors have total 1.

```lean
/-- An energy is attainable with the atoms `b` exactly when that energy per atom is attainable
by a mixture of the normalized compounds at the normalized composition of `b`. -/
theorem mem_formulaEnergies_iff [Fintype κ] {a : ι → κ → ℝ} {e : ι → ℝ} {b : κ → ℝ}
    (ha : ∀ i, 0 < atoms (a i)) (hb : 0 < atoms b) (E : ℝ) :
    E ∈ formulaEnergies a e b ↔ E / atoms b ∈
      mixtureEnergies (fun i => perAtom (a i)) (fun i => e i / atoms (a i)) (perAtom b) := by
  have hb' := hb.ne'
  constructor
  · -- the hull weight of a compound is its share of the atoms
    rintro ⟨n, h0, hn, hE⟩
    refine ⟨fun i => n i * atoms (a i) / atoms b,
      fun i => div_nonneg (mul_nonneg (h0 i) (ha i).le) hb.le, ?_, ?_, ?_⟩
    · rw [← Finset.sum_div, atoms_balance hn, div_self hb']
    · calc ∑ i, (n i * atoms (a i) / atoms b) • perAtom (a i)
          = ∑ i, (atoms b)⁻¹ • (n i • a i) := by
            refine Finset.sum_congr rfl fun i _ => ?_
            have hi := (ha i).ne'
            ext k
            simp only [perAtom, Pi.smul_apply, smul_eq_mul]
            field_simp
        _ = perAtom b := by rw [← Finset.smul_sum, hn, perAtom]
    · rw [← hE, Finset.sum_div]
      refine Finset.sum_congr rfl fun i _ => ?_
      have hi := (ha i).ne'
      field_simp
  · -- conversely, atom shares are turned back into numbers of formula units
    rintro ⟨w, h0, -, hw, hE⟩
    have hw' : ∑ i, w i • perAtom (a i) = perAtom b := hw
    have hE' : ∑ i, w i * (e i / atoms (a i)) = E / atoms b := hE
    refine ⟨fun i => atoms b * w i / atoms (a i),
      fun i => div_nonneg (mul_nonneg hb.le (h0 i)) (ha i).le, ?_, ?_⟩
    · calc ∑ i, (atoms b * w i / atoms (a i)) • a i
          = ∑ i, atoms b • (w i • perAtom (a i)) := by
            refine Finset.sum_congr rfl fun i _ => ?_
            ext k
            simp only [perAtom, Pi.smul_apply, smul_eq_mul]
            ring
        _ = b := by rw [← Finset.smul_sum, hw', perAtom, smul_inv_smul₀ hb']
    · calc ∑ i, (atoms b * w i / atoms (a i)) * e i
          = atoms b * ∑ i, w i * (e i / atoms (a i)) := by
            rw [Finset.mul_sum]
            exact Finset.sum_congr rfl fun i _ => by ring
        _ = E := by rw [hE']; field_simp
```

## A mixture that attains the hull energy

The compactness argument holds for arbitrary compositions `x` and energies `ε`, provided that at least one mixture reaches `y`. The proof intersects the simplex with the closed set of weights of mean composition `y`, and takes the image under the energy function. This image is a nonempty compact set of real numbers, so it contains its infimum.

```lean
/-- At every composition reachable by mixing, some mixture attains the hull energy. -/
theorem hullEnergy_isLeast (x : ι → κ → ℝ) (ε : ι → ℝ) (y : κ → ℝ)
    (h : (mixtureEnergies x ε y).Nonempty) :
    IsLeast (mixtureEnergies x ε y) (hullEnergy x ε y) := by
  -- the admissible weights form a closed part of the compact simplex
  have hS : IsCompact (stdSimplex ℝ ι) := isCompact_stdSimplex ..
  have hK : IsCompact (stdSimplex ℝ ι ∩ {w : ι → ℝ | ∑ i, w i • x i = y}) :=
    hS.inter_right (isClosed_eq (by fun_prop) continuous_const)
  have hI := hK.image (f := fun w : ι → ℝ => ∑ i, w i * ε i) (by fun_prop)
  have hc : IsCompact (mixtureEnergies x ε y) := by
    convert hI using 1
    ext E
    constructor
    · rintro ⟨w, h0, h1, hx, hE⟩
      exact ⟨w, ⟨⟨h0, h1⟩, hx⟩, hE⟩
    · rintro ⟨w, ⟨⟨h0, h1⟩, hx⟩, hE⟩
      exact ⟨w, h0, h1, hx, hE⟩
  exact hc.isLeast_sInf h
```

## The minimum carried over

`IsLeast S m` says that `m` belongs to `S` and is a lower bound of it. The main theorem has two such statements: the hull energy is attained at \(\hat b\), and \(|b|\,h(\hat b)\) is the least formula energy. The hypotheses `ha` and `hne` say that each compound has nonnegative counts, not all of them zero. The hypothesis `hr` is reachability: the listed compounds can supply the atoms `b` in the right proportions.

The condition `hb` matters for the first statement. For \(b=0\), Lean's division convention would make `perAtom b` the zero vector, which is not the composition of any mixture.

```lean
/-- Hull normalization: for nonzero reachable atoms `b`, the per-atom hull energy is attained at
the normalized composition, and the least formula energy is the atom total of `b` times it. -/
theorem hull_normalization [Fintype κ] {a : ι → κ → ℝ} (e : ι → ℝ) {b : κ → ℝ}
    (ha : ∀ i k, 0 ≤ a i k) (hne : ∀ i, a i ≠ 0) (hb : b ≠ 0)
    (hr : ∃ n : ι → ℝ, (∀ i, 0 ≤ n i) ∧ ∑ i, n i • a i = b) :
    IsLeast (mixtureEnergies (fun i => perAtom (a i)) (fun i => e i / atoms (a i)) (perAtom b))
      (hullEnergy (fun i => perAtom (a i)) (fun i => e i / atoms (a i)) (perAtom b)) ∧
    IsLeast (formulaEnergies a e b) (atoms b *
      hullEnergy (fun i => perAtom (a i)) (fun i => e i / atoms (a i)) (perAtom b)) := by
  obtain ⟨n, h0, hn⟩ := hr
  have hbk : ∀ k, 0 ≤ b k := by
    intro k
    rw [← hn, Finset.sum_apply]
    exact Finset.sum_nonneg fun i _ => mul_nonneg (h0 i) (ha i k)
  have hB := atoms_pos hbk hb
  have key := mem_formulaEnergies_iff (e := e) (fun i => atoms_pos (ha i) (hne i)) hB
  have hL := hullEnergy_isLeast _ _ _ ⟨_, (key _).1 ⟨n, h0, hn, rfl⟩⟩
  -- the minimum is carried over by the change of variables
  refine ⟨hL, (key _).2 ?_, fun E hE => ?_⟩
  · rw [mul_div_cancel_left₀ _ hB.ne']
    exact hL.1
  · have h := hL.2 ((key E).1 hE)
    rw [le_div_iff₀ hB] at h
    linarith
```

The proof derives \(b_k\ge 0\) from `hr` and names the change of variables `key`. It then uses `key` in one direction to show that \(|b|\,h(\hat b)\) is attained, and in the other to show that no attainable energy lies below it.

## Decomposition energy of a listed compound

Let \(b=a_k\), where \(k\) now labels a compound. One unit of compound \(k\) reaches these atoms, so the main theorem applies, and

\[
|a_k|\,h(\hat a_k)=e_k-|a_k|\left(\frac{e_k}{|a_k|}-h(\hat a_k)\right).
\]

The bracket is the energy above the hull per atom. Multiplied by the number of atoms, it is the energy released per formula unit by the best decomposition. The compound itself belongs to the list, so the released energy is never negative. It is zero exactly when the compound lies on the hull. In screening with computed total energies, this converts a hull distance into the energy released per formula unit, within a finite list of non-interacting phases.

```lean
/-- The least energy of the atoms in one formula unit of compound `k` lies below its formula
energy by its number of atoms times its per-atom energy above the hull. -/
theorem decomposition_energy [Fintype κ] {a : ι → κ → ℝ} (e : ι → ℝ)
    (ha : ∀ i k, 0 ≤ a i k) (hne : ∀ i, a i ≠ 0) (k : ι) :
    IsLeast (formulaEnergies a e (a k)) (e k - atoms (a k) * (e k / atoms (a k) -
      hullEnergy (fun i => perAtom (a i)) (fun i => e i / atoms (a i)) (perAtom (a k)))) := by
  classical
  have hA := (atoms_pos (ha k) (hne k)).ne'
  have h1 : atoms (a k) * (e k / atoms (a k)) = e k := by field_simp
  rw [mul_sub, h1, sub_sub_cancel]
  refine (hull_normalization e ha hne (hne k)
    ⟨fun i => if i = k then 1 else 0, fun i => ?_, by simp⟩).2
  dsimp only
  split_ifs <;> norm_num
```

The proof rewrites the right-hand side as \(|a_k|\,h(\hat a_k)\) and supplies the amounts 1 for compound \(k\) and 0 for all others.

## Choice of formula unit

Writing a compound as A₂B₂ instead of AB doubles both its atom counts and its energy. More generally, scale compound \(i\) by \(c_i>0\). Amounts \(n_i\) of the scaled units equal amounts \(n_ic_i\) of the original ones, with the same atoms and the same energy, and division by \(c_i\) reverses the step. The whole set of attainable energies is therefore unchanged, and the two halves of the proof are these two substitutions.

```lean
/-- Rescaling each formula unit and its energy by a common positive factor leaves the
attainable energies at fixed atoms `b` unchanged. -/
theorem formulaEnergies_rescale (a : ι → κ → ℝ) (e : ι → ℝ) (b : κ → ℝ) {c : ι → ℝ}
    (hc : ∀ i, 0 < c i) :
    formulaEnergies (fun i => c i • a i) (fun i => c i * e i) b = formulaEnergies a e b := by
  ext E
  constructor
  · rintro ⟨n, h0, hn, hE⟩
    refine ⟨fun i => n i * c i, fun i => mul_nonneg (h0 i) (hc i).le, ?_, ?_⟩
    · rw [← hn]
      exact Finset.sum_congr rfl fun i _ => by simp only [smul_smul]
    · rw [← hE]
      exact Finset.sum_congr rfl fun i _ => by simp only [mul_assoc]
  · rintro ⟨n, h0, hn, hE⟩
    have hk : ∀ i, n i / c i * c i = n i := fun i => by
      have hi := (hc i).ne'
      field_simp
    refine ⟨fun i => n i / c i, fun i => div_nonneg (h0 i) (hc i).le, ?_, ?_⟩
    · rw [← hn]
      exact Finset.sum_congr rfl fun i _ => by simp only [smul_smul, hk]
    · rw [← hE]
      exact Finset.sum_congr rfl fun i _ => by simp only [← mul_assoc, hk]
```

## A compound without atoms

The condition \(a_i\neq 0\) excludes an entry that contributes energy but no matter, such as a data record that lists an energy but no composition. Suppose that \(a_j=0\) and \(e_j<0\), and that some amounts attain a least energy \(m\). One more unit of compound \(j\) leaves the atoms unchanged and gives the energy \(m+e_j<m\), a contradiction.

```lean
/-- If some listed compound has no atoms and negative energy, no least formula energy exists. -/
theorem no_minimum_of_empty_formula (a : ι → κ → ℝ) (e : ι → ℝ) (b : κ → ℝ) {j : ι}
    (hj : a j = 0) (he : e j < 0) : ¬ ∃ m, IsLeast (formulaEnergies a e b) m := by
  classical
  rintro ⟨m, ⟨n, h0, hn, hE⟩, hm⟩
  -- one more empty unit keeps the atoms and lowers the energy
  have hmem : m + e j ∈ formulaEnergies a e b := by
    refine ⟨fun i => n i + if i = j then 1 else 0, fun i => ?_, ?_, ?_⟩
    · have hi := h0 i
      dsimp only
      split_ifs <;> linarith
    · simp [add_smul, Finset.sum_add_distrib, hn, hj]
    · simp [add_mul, Finset.sum_add_distrib, hE]
  have h := hm hmem
  linarith

end

end HullNormalization
```

The proof adds 1 to the amount of compound `j`, verifies that the new energy is attainable, and compares it with the supposed minimum.

```lean
#print axioms HullNormalization.decomposition_energy
#print axioms HullNormalization.formulaEnergies_rescale
#print axioms HullNormalization.no_minimum_of_empty_formula
```

```
'HullNormalization.decomposition_energy' depends on axioms: [propext, Classical.choice, Quot.sound]
'HullNormalization.formulaEnergies_rescale' depends on axioms: [propext, Classical.choice, Quot.sound]
'HullNormalization.no_minimum_of_empty_formula' depends on axioms: [propext, Classical.choice, Quot.sound]
```
